# Slater determinants of monic polynomial orbitals of degrees 0 to N−1 with a common weight are products of weights and pair differences

An $N$-fermion state is represented here by its amplitude at given positions, not by a vector in an antisymmetrised Hilbert space. The orbitals are functions $\varphi_j$ with values in a commutative ring $R$, the positions are $x_i$, and both indices run from $0$ to $N-1$. The amplitude `slater φ x` is $\det(\varphi_j(x_i))$, with particles as rows and orbitals as columns. There is no spin variable, so the fermions are fully polarised, and the factor $1/\sqrt{N!}$ is left out.

For $\varphi_j=p_jw$, with $p_j$ monic of degree $j$, the result is

$$\det\big(p_j(x_i)w(x_i)\big)=\prod_i w(x_i)\prod_{i<k}(x_k-x_i).$$

It gives closed amplitudes for non-interacting fermions filling the lowest $N$ orbitals of a one-dimensional harmonic oscillator, or the orbitals $m=0,\dots,N-1$ of the lowest Landau level in symmetric gauge, at a cost of order $N^2$ multiplications once the weights are known.

```lean
import Mathlib

open Polynomial

namespace VandermondeStates

noncomputable section

/-- The Slater determinant of the orbitals `φ j` at the particle positions `x i`,
without the factor `1/√N!`. -/
def slater {α R : Type*} [CommRing R] {N : ℕ} (φ : Fin N → α → R) (x : Fin N → α) : R :=
  (Matrix.of fun i j : Fin N => φ j (x i)).det
```

## Values that commute

Real and complex amplitudes commute, which is what the determinant needs. Exchanging particles permutes rows, so the amplitude acquires the sign of the permutation. This holds for any orbitals, and `Matrix.det_permute` is the whole proof. With non-commuting entries, the order of the factors would matter and the determinant would lose this simple meaning.

```lean
/-- Permuting the particles multiplies the Slater determinant by the sign of the permutation. -/
theorem slater_antisymm {α R : Type*} [CommRing R] {N : ℕ} (φ : Fin N → α → R)
    (x : Fin N → α) (σ : Equiv.Perm (Fin N)) :
    slater φ (x ∘ σ) = ((Equiv.Perm.sign σ : ℤ) : R) * slater φ x :=
  Matrix.det_permute σ (Matrix.of fun i j : Fin N => φ j (x i))
```

## One weight shared by all orbitals

The weight $w$ is the envelope common to the orbitals, such as a Gaussian set by the confinement. By hand, row $i$ of the matrix contains $w(x_i)$ in every entry, so it comes out once per particle. `Matrix.det_mul_column` does this in the proof. Nothing is assumed about $w$: it may be discontinuous, or depend on $\bar z$ when the positions are complex.

If each orbital has its own envelope, as with differing exponential decay rates, no common row factor exists in general and the product formula fails.

```lean
/-- A weight common to all orbitals comes out of the Slater determinant as one factor
per particle. -/
theorem slater_weight {α R : Type*} [CommRing R] {N : ℕ} (φ : Fin N → α → R)
    (w : α → R) (x : Fin N → α) :
    slater (fun j y => φ j y * w y) x = (∏ i, w (x i)) * slater φ x := by
  unfold slater
  rw [← Matrix.det_mul_column]
  congr 1
  ext i j
  exact mul_comm _ _
```

## Degree at most j in column j

Real or complex polynomials $p_j$ of degree exactly $j$ span all polynomials of degree below $N$. The theorem here asks only for degree at most $j$, so some of them may be linearly dependent or zero. Write $p_j(x)=\sum_k c_{kj}x^k$. Then

$$p_j(x_i)=\sum_k x_i^k\,c_{kj},$$

so the matrix of values is $VC$, with $V_{ik}=x_i^k$. The degree bound enters twice: it keeps the sum within $k<N$, and it makes $c_{kj}=0$ for $k>j$. Hence $C$ is upper triangular and $\det C=\prod_j c_{jj}$.

For $\det V$, work from the last column to the second, subtracting $x_0$ times the preceding column from each. The first row becomes $(1,0,\dots,0)$, so expanding along it removes the first row and the first column. Each remaining row $i>0$ has a common factor $x_i-x_0$. With these factors taken out, what remains is the same determinant for $x_1,\dots,x_{N-1}$, so induction gives $\det V=\prod_{i<k}(x_k-x_i)$.

In the proof, `hV` is the factorisation, `hT` the triangular determinant, and `Matrix.det_vandermonde` supplies $\det V$. The set `Finset.Ioi i` contains the indices $k>i$.

Without the bound, extra factors can appear: the polynomials $1$ and $x^2$ give $x_1^2-x_0^2=(x_1-x_0)(x_1+x_0)$.

The same factorisation gives a neighbouring result by hand. If $\varphi_j=\sum_k\chi_kT_{kj}$, then the determinant of the $\varphi_j$ is $\det T$ times that of the $\chi_k$, so a unitary rotation among occupied orbitals changes the state only by a phase.

```lean
/-- For orbitals `p j * w` with `p j` a polynomial of degree at most `j`, the Slater determinant
is the product of the coefficients of degree `j`, the weights and all pair differences. -/
theorem slater_polynomial {R : Type*} [CommRing R] {N : ℕ} (p : Fin N → R[X])
    (hdeg : ∀ j, (p j).natDegree ≤ j) (w : R → R) (x : Fin N → R) :
    slater (fun j y => (p j).eval y * w y) x =
      (∏ j, (p j).coeff j) * (∏ i, w (x i)) *
        ∏ i, ∏ k ∈ Finset.Ioi i, (x k - x i) := by
  -- polynomial values = Vandermonde matrix times coefficient matrix
  have hV : (Matrix.of fun i j : Fin N => (p j).eval (x i)) =
      Matrix.vandermonde x * Matrix.of (fun k j : Fin N => (p j).coeff k) := by
    ext i j
    rw [Matrix.mul_apply]
    simp only [Matrix.of_apply, Matrix.vandermonde_apply]
    rw [eval_eq_sum_range' (lt_of_le_of_lt (hdeg j) j.isLt), Finset.sum_range]
    exact Finset.sum_congr rfl fun k _ => mul_comm _ _
  -- the coefficient matrix is upper triangular
  have hT : (Matrix.of (fun k j : Fin N => (p j).coeff k)).det = ∏ j, (p j).coeff j := by
    apply Matrix.det_of_isUpperTriangular
    intro k j hjk
    exact coeff_eq_zero_of_natDegree_lt
      (lt_of_le_of_lt (hdeg j) (show (j : ℕ) < (k : ℕ) from hjk))
  have hS : slater (fun j y => (p j).eval y) x =
      (∏ i, ∏ k ∈ Finset.Ioi i, (x k - x i)) * ∏ j, (p j).coeff j := by
    change (Matrix.of fun i j : Fin N => (p j).eval (x i)).det = _
    rw [hV, Matrix.det_mul, Matrix.det_vandermonde, hT]
  rw [slater_weight (fun j y => (p j).eval y) w x, hS]
  ring
```

## Leading coefficient one

Being monic fixes the scale of each orbital and has no further physical content. By hand it sets every $c_{jj}$ to $1$; in the proof this is `hc`. Without it, the constant $\prod_j c_{jj}$ remains, as in `slater_polynomial`.

```lean
/-- For monic polynomials `p j` of degree `j` and any common weight, the Slater determinant is
the product of the weights times the product of all pair differences. -/
theorem slater_monic {R : Type*} [CommRing R] {N : ℕ} (p : Fin N → R[X])
    (hdeg : ∀ j, (p j).natDegree = j) (hmonic : ∀ j, (p j).Monic)
    (w : R → R) (x : Fin N → R) :
    slater (fun j y => (p j).eval y * w y) x =
      (∏ i, w (x i)) * ∏ i, ∏ k ∈ Finset.Ioi i, (x k - x i) := by
  have hc : ∀ j, (p j).coeff j = 1 := by
    intro j
    have h : (p j).coeff (p j).natDegree = 1 := hmonic j
    rwa [hdeg j] at h
  rw [slater_polynomial p (fun j => (hdeg j).le) w x, Finset.prod_congr rfl fun j _ => hc j,
    Finset.prod_const_one, one_mul]
```

## Nonzero weights and no zero divisors

For real or complex positions, a product vanishes only if a factor does. If no particle sits at a zero of the envelope, the amplitude therefore vanishes exactly when two positions coincide. The proof splits the product with `mul_ne_zero_iff` and uses `hw` for the weights.

A single zero weight destroys the amplitude even at distinct positions. `IsDomain` matters too: modulo $6$, the distinct positions $0,2,3$ have differences $2,3,1$, whose product is zero.

```lean
/-- Over a ring without zero divisors, for monic polynomials `p j` of degree `j` and a common weight
that is nonzero at every particle position, the Slater determinant is nonzero exactly when all
particles sit at different positions. -/
theorem slater_ne_zero_iff {R : Type*} [CommRing R] [IsDomain R] {N : ℕ} (p : Fin N → R[X])
    (hdeg : ∀ j, (p j).natDegree = j) (hmonic : ∀ j, (p j).Monic)
    (w : R → R) (x : Fin N → R) (hw : ∀ i, w (x i) ≠ 0) :
    slater (fun j y => (p j).eval y * w y) x ≠ 0 ↔ Function.Injective x := by
  rw [slater_monic p hdeg hmonic w x, ← Matrix.det_vandermonde, mul_ne_zero_iff,
    Matrix.det_vandermonde_ne_zero_iff]
  exact ⟨fun h => h.2, fun h => ⟨Finset.prod_ne_zero_iff.mpr fun i _ => hw i, h⟩⟩
```

## A Gaussian matched to the oscillator

The factor $e^{-x^2/4}$ belongs to the Hamiltonian $-d^2/dx^2+x^2/4$, that is, $\hbar=\omega=1$ and mass $1/2$. The polynomials are the monic Hermite polynomials with $He_{n+1}=xHe_n-He_n'$.

```lean
/-- A real polynomial times the Gaussian `exp (-x²/4)`. -/
def gaussianOrbital (p : ℝ[X]) (x : ℝ) : ℝ := p.eval x * Real.exp (-x ^ 2 / 4)

/-- The unnormalised oscillator orbital: the monic Hermite polynomial of degree `n` times
`exp (-x²/4)`. -/
def oscillatorOrbital (n : ℕ) : ℝ → ℝ :=
  gaussianOrbital ((hermite n).map (Int.castRingHom ℝ))
```

The lowering relation $He_{n+1}'=(n+1)He_n$ is clear for $n=0$. If it holds for $n$, differentiating the recurrence gives

$$He_{n+2}'=He_{n+1}+(n+1)(xHe_n-He_n')=(n+2)He_{n+1}.$$

The Lean induction closes with the same substitution.

```lean
/-- Differentiation lowers the degree of a Hermite polynomial: `He (n+1)' = (n+1) He n`. -/
theorem hermite_lowering (n : ℕ) :
    derivative (hermite (n + 1)) = ((n : ℤ[X]) + 1) * hermite n := by
  induction n with
  | zero => simp
  | succ n ih =>
    have hc : derivative ((n : ℤ[X]) + 1) = 0 := by simp
    rw [hermite_succ (n + 1), derivative_sub, derivative_mul, derivative_X, ih,
      derivative_mul, hc]
    push_cast
    linear_combination (-((n : ℤ[X]) + 1)) * hermite_succ n
```

For any polynomial $p$, the product rule gives

$$(pe^{-x^2/4})'=(p'-\tfrac12xp)e^{-x^2/4}.$$

```lean
/-- The derivative of a polynomial times the Gaussian is again a polynomial times the Gaussian. -/
theorem hasDerivAt_gaussianOrbital (p : ℝ[X]) (x : ℝ) :
    HasDerivAt (gaussianOrbital p)
      (gaussianOrbital (derivative p - C (1 / 2) * X * p) x) x := by
  have h1 : HasDerivAt (fun y : ℝ => -y ^ 2 / 4) (-x / 2) x :=
    ((hasDerivAt_pow 2 x).fun_neg.div_const 4).congr_deriv (by norm_num; ring)
  refine ((p.hasDerivAt x).fun_mul h1.exp).congr_deriv ?_
  simp only [gaussianOrbital, eval_sub, eval_mul, eval_C, eval_X]
  ring
```

Applying this twice yields

$$-(pe^{-x^2/4})''+\tfrac{x^2}{4}pe^{-x^2/4}=(-p''+xp'+\tfrac12p)e^{-x^2/4}.$$

For $p=He_n$, differentiating the recurrence and using the lowering relation gives $He_n''-xHe_n'+nHe_n=0$. The right-hand side is then $(n+\tfrac12)He_ne^{-x^2/4}$. In the proof, `hode` is this differential equation, carried from integer to real polynomials, and `linear_combination` multiplies it by the Gaussian.

With another Gaussian width the determinant would still factorise, but these orbitals would not solve this Schrödinger equation.

```lean
/-- The oscillator orbitals solve the stationary Schrödinger equation
`-φ'' + (x²/4) φ = (n + 1/2) φ`. -/
theorem oscillator_schrodinger (n : ℕ) (x : ℝ) :
    -deriv (deriv (oscillatorOrbital n)) x + x ^ 2 / 4 * oscillatorOrbital n x =
      ((n : ℝ) + 1 / 2) * oscillatorOrbital n x := by
  -- Hermite's differential equation, first over the integers
  have hode : derivative (derivative (hermite n)) - X * derivative (hermite n)
      + (n : ℤ[X]) * hermite n = 0 := by
    have h := hermite_lowering n
    rw [hermite_succ, derivative_sub, derivative_mul, derivative_X] at h
    linear_combination (-1 : ℤ[X]) * h
  have h := congrArg (fun q : ℤ[X] => (q.map (Int.castRingHom ℝ)).eval x) hode
  simp only [Polynomial.map_add, Polynomial.map_sub, Polynomial.map_mul, Polynomial.map_X,
    Polynomial.map_natCast, Polynomial.map_zero, ← derivative_map, eval_add, eval_sub,
    eval_mul, eval_X, eval_natCast, eval_zero] at h
  have hd : ∀ p : ℝ[X], deriv (gaussianOrbital p) =
      gaussianOrbital (derivative p - C (1 / 2) * X * p) :=
    fun p => funext fun y => (hasDerivAt_gaussianOrbital p y).deriv
  unfold oscillatorOrbital
  rw [hd, hd]
  simp only [gaussianOrbital, derivative_sub, derivative_mul, derivative_C, derivative_X,
    eval_add, eval_sub, eval_mul, eval_C, eval_X, eval_zero, eval_one]
  linear_combination (-Real.exp (-x ^ 2 / 4)) * h
```

The determinant formula now applies directly. Since $\int He_j^2e^{-x^2/2}dx=\sqrt{2\pi}\,j!$, the normalised amplitude is the one below divided by $\big(N!\prod_{j=0}^{N-1}\sqrt{2\pi}\,j!\big)^{1/2}$.

```lean
/-- The Slater determinant of the lowest `N` oscillator orbitals is a product of Gaussians
times all pair differences. -/
theorem slater_oscillator {N : ℕ} (x : Fin N → ℝ) :
    slater (fun j : Fin N => oscillatorOrbital j) x =
      (∏ i, Real.exp (-x i ^ 2 / 4)) * ∏ i, ∏ k ∈ Finset.Ioi i, (x k - x i) :=
  slater_monic (fun j : Fin N => (hermite j).map (Int.castRingHom ℝ))
    (fun j => by rw [(hermite_monic (j : ℕ)).natDegree_map, natDegree_hermite])
    (fun j => (hermite_monic (j : ℕ)).map _) (fun y => Real.exp (-y ^ 2 / 4)) x
```

## Consecutive Landau orbitals from m = 0

In symmetric gauge, with the magnetic length as unit, the orbitals are $z^me^{-|z|^2/4}$. This form is taken as a definition, not derived from a magnetic Hamiltonian.

```lean
/-- The unnormalised lowest Landau level orbital `z^m exp (-|z|²/4)`. -/
def landauOrbital (m : ℕ) (z : ℂ) : ℂ := z ^ m * (Real.exp (-‖z‖ ^ 2 / 4) : ℂ)
```

Filling $m=0,\dots,N-1$ supplies the monic polynomials $z^j$, so `slater_monic` applies. A gap in the occupied values of $m$ would break the degree condition.

```lean
/-- The Slater determinant of the lowest Landau level orbitals `m = 0, …, N-1` is a product of
Gaussians times all pair differences. -/
theorem slater_landau {N : ℕ} (z : Fin N → ℂ) :
    slater (fun j : Fin N => landauOrbital j) z =
      (∏ i, (Real.exp (-‖z i‖ ^ 2 / 4) : ℂ)) * ∏ i, ∏ k ∈ Finset.Ioi i, (z k - z i) := by
  have h := slater_monic (fun j : Fin N => (X : ℂ[X]) ^ (j : ℕ))
    (fun j => natDegree_X_pow _) (fun j => monic_X_pow _)
    (fun y => (Real.exp (-‖y‖ ^ 2 / 4) : ℂ)) z
  simp only [eval_pow, eval_X] at h
  exact h
```

Taking the squared modulus turns each Gaussian into $e^{-|z_i|^2/2}$ and each difference into $|z_k-z_i|^2$; `he` handles the Gaussian. To obtain the normalised probability density, divide by $N!\prod_{j=0}^{N-1}2\pi\,2^jj!$.

```lean
/-- The squared modulus of the lowest Landau level determinant is a product of Gaussians
times all squared pair distances. -/
theorem landau_density {N : ℕ} (z : Fin N → ℂ) :
    ‖slater (fun j : Fin N => landauOrbital j) z‖ ^ 2 =
      (∏ i, Real.exp (-‖z i‖ ^ 2 / 2)) * ∏ i, ∏ k ∈ Finset.Ioi i, ‖z k - z i‖ ^ 2 := by
  have he : ∀ t : ℂ, ‖(Real.exp (-‖t‖ ^ 2 / 4) : ℂ)‖ ^ 2 = Real.exp (-‖t‖ ^ 2 / 2) := by
    intro t
    rw [Complex.norm_real, Real.norm_eq_abs, Real.abs_exp, ← Real.exp_nat_mul]
    congr 1
    push_cast
    ring
  rw [slater_landau]
  simp only [norm_mul, norm_prod, mul_pow, ← Finset.prod_pow, he]

end

end VandermondeStates
```

```lean
#print axioms VandermondeStates.slater_monic
#print axioms VandermondeStates.oscillator_schrodinger
#print axioms VandermondeStates.slater_oscillator
#print axioms VandermondeStates.landau_density
```

```
'VandermondeStates.slater_monic' depends on axioms: [propext, Classical.choice, Quot.sound]
'VandermondeStates.oscillator_schrodinger' depends on axioms: [propext, Classical.choice, Quot.sound]
'VandermondeStates.slater_oscillator' depends on axioms: [propext, Classical.choice, Quot.sound]
'VandermondeStates.landau_density' depends on axioms: [propext, Classical.choice, Quot.sound]
```
